# Schmidt orthogonalisation of $r e^{-zr}$ against $e^{-zr}$ creates a radial node for every $z>0$

Take $z=1$ and the two functions $e^{-r}$ and $r e^{-r}$ on $r>0$. Both are positive, so their overlap is positive too. Making the second orthogonal to the first therefore means subtracting a positive multiple of $e^{-r}$, which leaves $(r-c)e^{-r}$ with some $c>0$. This function changes sign at $r=c$. The problems below find $c$ for general $z$, together with the overlap and the norm that remains.

In electronic structure, this is one way to build a function with the radial node of a 2s orbital from nodeless Slater functions on one atom, here from two s functions with a common exponent. The result is not the hydrogen 2s eigenfunction: the hydrogenic 1s and 2s orbitals have different exponents.

## Functions and inner product

```lean
import Mathlib

open MeasureTheory

namespace SlaterSchmidtNode

noncomputable section
```

For s functions on one centre the angular integral is a constant absorbed by normalisation, which leaves the radial inner product $(f|g)=\int_0^\infty f(r)\,g(r)\,r^2\,dr$. In Lean the functions are defined on all of `ℝ`, and `Set.Ioi 0` restricts the integral to $r>0$.

```lean
/-- The radial inner product of two real functions: the integral of `f g r²` over `r > 0`. -/
def radialInner (f g : ℝ → ℝ) : ℝ := ∫ r in Set.Ioi (0 : ℝ), f r * g r * r ^ 2
```

Write $\chi_k(r)=r^k e^{-zr}$ for the unnormalised Slater function. The power $k=0$ is the 1s type and $k=1$ the 2s type.

```lean
/-- The unnormalised Slater function `r^k exp(-z r)`. -/
def slater (z : ℝ) (k : ℕ) (r : ℝ) : ℝ := r ^ k * Real.exp (-(z * r))
```

The normalised function is $\varphi_k=\chi_k/\sqrt{(\chi_k|\chi_k)}$.

```lean
/-- The Slater function divided by its radial norm, for `z > 0`. -/
def normSlater (z : ℝ) (k : ℕ) (r : ℝ) : ℝ :=
  slater z k r / Real.sqrt (radialInner (slater z k) (slater z k))
```

The Schmidt step sends $g$ to $g-(f|g)f$. This is the orthogonal projection formula when $f$ is normalised; the result is not rescaled.

```lean
/-- The Schmidt step: subtract from `g` its projection on a normalised function `f`. -/
def schmidt (f g : ℝ → ℝ) (r : ℝ) : ℝ := g r - radialInner f g * f r
```

## (a) The basic integral

Show that for $b>0$ and $k=0,1,2,\dots$

$$\int_0^\infty r^k e^{-br}\,dr=\frac{k!}{b^{k+1}}.$$

**Solution.** Substituting $t=br$ gives $b^{-(k+1)}\int_0^\infty t^k e^{-t}\,dt=\Gamma(k+1)/b^{k+1}$. Repeated integration by parts gives $\Gamma(k+1)=k!$.

Lean takes the Gamma integral from Mathlib, where the power is real, and converts it to a natural power.

```lean
/-- For `b > 0`, the integral of `r^k exp(-b r)` over `r > 0` is `k! / b^(k+1)`. -/
theorem radial_integral {b : ℝ} (hb : 0 < b) (k : ℕ) :
    ∫ r in Set.Ioi (0 : ℝ), r ^ k * Real.exp (-(b * r))
      = (Nat.factorial k : ℝ) / b ^ (k + 1) := by
  have h := Real.integral_rpow_mul_exp_neg_mul_Ioi
    (show (0 : ℝ) < (k : ℝ) + 1 by positivity) hb
  have e : (1 / b) ^ ((k : ℝ) + 1) = (1 / b) ^ (k + 1) := by
    exact_mod_cast Real.rpow_natCast (1 / b) (k + 1)
  simp only [add_sub_cancel_right, Real.rpow_natCast, Real.Gamma_nat_eq_factorial, e] at h
  rw [h, one_div, inv_pow]
  ring
```

## (b) Convergence from a positive value

Show that, for the same $b$ and $k$,

$$\int_0^\infty \left|r^k e^{-br}\right|dr<\infty.$$

**Solution.** The function $r^k e^{-br/2}$ is bounded on $r>0$ by some constant $C$. The integrand is then at most $Ce^{-br/2}$, whose integral is $2C/b$.

Lean takes a shorter route. Mathlib assigns the value zero to the integral of a non-integrable function (`integral_undef`), so an equation for an integral does not by itself establish convergence. A nonzero value does: if the function were not integrable, its integral would be zero, but (a) gives $k!/b^{k+1}>0$. Part (g) needs this integrability to split the integral of a sum.

```lean
/-- For `b > 0`, the function `r^k exp(-b r)` is integrable over `r > 0`. -/
theorem radial_integrable {b : ℝ} (hb : 0 < b) (k : ℕ) :
    Integrable (fun r : ℝ => r ^ k * Real.exp (-(b * r)))
      (volume.restrict (Set.Ioi (0 : ℝ))) := by
  -- a non-integrable function would have integral zero in Lean, but this one is positive
  by_contra hn
  have h := radial_integral hb k
  rw [integral_undef hn] at h
  have hp : 0 < (Nat.factorial k : ℝ) / b ^ (k + 1) := by positivity
  linarith
```

## (c) Overlap for any two powers

Show that for $z>0$ and natural numbers $m,n$

$$(\varphi_m|\varphi_n)=\frac{(m+n+2)!}{\sqrt{(2m+2)!\,(2n+2)!}}.$$

**Solution.** The exponentials multiply to $e^{-2zr}$, so (a) with $b=2z$ gives

$$(\chi_i|\chi_j)=\int_0^\infty r^{i+j+2}e^{-2zr}\,dr=\frac{(i+j+2)!}{(2z)^{i+j+3}}.$$

Dividing $(\chi_m|\chi_n)$ by the two norms brings in the denominator

$$\sqrt{\frac{(2m+2)!\,(2n+2)!}{(2z)^{2m+2n+6}}}=\frac{\sqrt{(2m+2)!\,(2n+2)!}}{(2z)^{m+n+3}},$$

and the powers of $2z$ cancel. Setting $m=n$ gives 1, as normalisation requires.

In the proof, `inner_slater` is the first display and `scale` takes the norms out of the integral. The final rewriting cancels the powers.

```lean
/-- For `z > 0`, the overlap of two normalised Slater functions with powers `m`, `n` and the
same exponent `z` is `(m+n+2)! / √((2m+2)! (2n+2)!)`. -/
theorem overlap_slater {z : ℝ} (hz : 0 < z) (m n : ℕ) :
    radialInner (normSlater z m) (normSlater z n) = (Nat.factorial (m + n + 2) : ℝ) /
      Real.sqrt ((Nat.factorial (2 * m + 2) : ℝ) * (Nat.factorial (2 * n + 2) : ℝ)) := by
  have inner_slater (i j : ℕ) : radialInner (slater z i) (slater z j)
      = (Nat.factorial (i + j + 2) : ℝ) / (2 * z) ^ (i + j + 3) := by
    have h (r : ℝ) : r ^ i * Real.exp (-(z * r)) * (r ^ j * Real.exp (-(z * r))) * r ^ 2
        = r ^ (i + j + 2) * Real.exp (-(2 * z * r)) := by
      rw [show -(2 * z * r) = -(z * r) + -(z * r) by ring, Real.exp_add]
      ring
    simp only [radialInner, slater, h]
    exact radial_integral (by positivity) (i + j + 2)
  -- pull the two norms out of the integral
  have h1 : radialInner (normSlater z m) (normSlater z n)
      = radialInner (slater z m) (slater z n) /
        (Real.sqrt (radialInner (slater z m) (slater z m)) *
          Real.sqrt (radialInner (slater z n) (slater z n))) := by
    have scale (f g : ℝ → ℝ) (a b : ℝ) :
        radialInner (fun r => f r / a) (fun r => g r / b) = radialInner f g / (a * b) := by
      simp only [radialInner]
      rw [← integral_div]
      congr 1
      funext r
      ring
    exact scale (slater z m) (slater z n) _ _
  rw [h1, inner_slater m n, inner_slater m m, inner_slater n n,
    ← Real.sqrt_mul (by positivity), div_mul_div_comm,
    show (2 * z) ^ (m + m + 3) * (2 * z) ^ (n + n + 3) = ((2 * z) ^ (m + n + 3)) ^ 2 by
      rw [← pow_add, ← pow_mul]
      congr 1
      ring,
    Real.sqrt_div' _ (by positivity), Real.sqrt_sq (by positivity),
    div_div_div_cancel_right₀ (by positivity), two_mul, two_mul]
```

## (d) The 1s–2s overlap

Show that for $z>0$

$$(\varphi_0|\varphi_1)=\frac{\sqrt3}{2}.$$

**Solution.** Put $m=0$, $n=1$ in (c):

$$\frac{3!}{\sqrt{2!\,4!}}=\frac{6}{\sqrt{48}}=\frac{6}{4\sqrt3}=\frac{\sqrt3}{2}.$$

Lean evaluates the factorials, clears the denominators and finishes with $\sqrt3\cdot\sqrt3=3$.

```lean
/-- For `z > 0`, the normalised functions proportional to `exp(-z r)` and `r exp(-z r)` have
overlap `√3 / 2`. -/
theorem overlap_1s_2s {z : ℝ} (hz : 0 < z) :
    radialInner (normSlater z 0) (normSlater z 1) = Real.sqrt 3 / 2 := by
  have h48 : Real.sqrt 48 = 4 * Real.sqrt 3 := by
    rw [show (48 : ℝ) = 4 ^ 2 * 3 by norm_num, Real.sqrt_mul (by positivity),
      Real.sqrt_sq (by norm_num)]
  have hs : Real.sqrt 3 * Real.sqrt 3 = 3 := Real.mul_self_sqrt (by norm_num)
  rw [overlap_slater hz 0 1,
    show (Nat.factorial (0 + 1 + 2) : ℝ) = 6 by norm_num [Nat.factorial],
    show (Nat.factorial (2 * 0 + 2) : ℝ) * (Nat.factorial (2 * 1 + 2) : ℝ) = 48 by
      norm_num [Nat.factorial],
    h48, div_eq_div_iff (by positivity) (by norm_num)]
  linear_combination (-4) * hs
```

## (e) Normalisation constants

Show that for $z>0$

$$\varphi_0(r)=\sqrt{4z^3}\,e^{-zr},\qquad \varphi_1(r)=\sqrt{\tfrac{4z^5}{3}}\;r\,e^{-zr}.$$

**Solution.** From (a),

$$(\chi_0|\chi_0)=\frac{2}{(2z)^3}=\frac{1}{4z^3},\qquad(\chi_1|\chi_1)=\frac{24}{(2z)^5}=\frac{3}{4z^5}.$$

Dividing by the square roots gives the constants. The steps `h0` and `h1` are these two integrals.

```lean
/-- For `z > 0`, the normalised Slater functions with powers 0 and 1 are
`√(4z³) exp(-z r)` and `√(4z⁵/3) r exp(-z r)`. -/
theorem normSlater_explicit {z : ℝ} (hz : 0 < z) (r : ℝ) :
    normSlater z 0 r = Real.sqrt (4 * z ^ 3) * Real.exp (-(z * r)) ∧
    normSlater z 1 r = Real.sqrt (4 * z ^ 5 / 3) * r * Real.exp (-(z * r)) := by
  have hexp (x : ℝ) : Real.exp (-(2 * z * x))
      = Real.exp (-(z * x)) * Real.exp (-(z * x)) := by
    rw [← Real.exp_add]
    congr 1
    ring
  have h0 : radialInner (slater z 0) (slater z 0) = (4 * z ^ 3)⁻¹ := by
    have h (x : ℝ) : x ^ 0 * Real.exp (-(z * x)) * (x ^ 0 * Real.exp (-(z * x))) * x ^ 2
        = x ^ 2 * Real.exp (-(2 * z * x)) := by
      rw [hexp]
      ring
    unfold radialInner slater
    rw [funext h, radial_integral (by positivity) 2,
      show (Nat.factorial 2 : ℝ) = 2 by norm_num [Nat.factorial], inv_eq_one_div,
      div_eq_div_iff (by positivity) (by positivity)]
    ring
  have h1 : radialInner (slater z 1) (slater z 1) = (4 * z ^ 5 / 3)⁻¹ := by
    have h (x : ℝ) : x ^ 1 * Real.exp (-(z * x)) * (x ^ 1 * Real.exp (-(z * x))) * x ^ 2
        = x ^ 4 * Real.exp (-(2 * z * x)) := by
      rw [hexp]
      ring
    unfold radialInner slater
    rw [funext h, radial_integral (by positivity) 4,
      show (Nat.factorial 4 : ℝ) = 24 by norm_num [Nat.factorial], inv_eq_one_div,
      div_eq_div_iff (by positivity) (by positivity)]
    ring
  constructor
  · rw [normSlater, h0, Real.sqrt_inv, div_inv_eq_mul, slater]
    ring
  · rw [normSlater, h1, Real.sqrt_inv, div_inv_eq_mul, slater]
    ring
```

## (f) The Schmidt function

Let $u=\varphi_1-(\varphi_0|\varphi_1)\,\varphi_0$. Show that for $z>0$

$$u(r)=\sqrt{\tfrac{4z^5}{3}}\left(r-\frac{3}{2z}\right)e^{-zr}.$$

**Solution.** The two constants are related by $\sqrt{4z^3}=\sqrt{4z^5/3}\cdot\sqrt3/z$. With the overlap from (d), the subtracted term is

$$\frac{\sqrt3}{2}\sqrt{4z^3}\,e^{-zr}=\sqrt{\tfrac{4z^5}{3}}\cdot\frac{\sqrt3}{2}\cdot\frac{\sqrt3}{z}\,e^{-zr}=\sqrt{\tfrac{4z^5}{3}}\cdot\frac{3}{2z}\,e^{-zr}.$$

Subtracting it from $\varphi_1$ gives the claim. The relation between the constants is `hN`, and `linear_combination` uses $\sqrt3\cdot\sqrt3=3$ once more.

```lean
/-- For `z > 0`, Schmidt orthogonalisation of the normalised `r exp(-z r)` against the normalised
`exp(-z r)` gives `√(4z⁵/3) (r - 3/(2z)) exp(-z r)`. -/
theorem schmidt_2s {z : ℝ} (hz : 0 < z) (r : ℝ) :
    schmidt (normSlater z 0) (normSlater z 1) r
      = Real.sqrt (4 * z ^ 5 / 3) * (r - 3 / (2 * z)) * Real.exp (-(z * r)) := by
  have hs : Real.sqrt 3 * Real.sqrt 3 = 3 := Real.mul_self_sqrt (by norm_num)
  -- the ratio of the two normalisation constants
  have hN : Real.sqrt (4 * z ^ 3) = Real.sqrt (4 * z ^ 5 / 3) * (Real.sqrt 3 / z) := by
    have e : 4 * z ^ 3 = 4 * z ^ 5 / 3 * (3 / z ^ 2) := by
      field_simp
    rw [e, Real.sqrt_mul (by positivity), Real.sqrt_div' 3 (by positivity),
      Real.sqrt_sq hz.le]
  rw [schmidt, overlap_1s_2s hz, (normSlater_explicit hz r).1,
    (normSlater_explicit hz r).2, hN]
  linear_combination
    (-(Real.sqrt (4 * z ^ 5 / 3) * Real.exp (-(z * r)) / (2 * z))) * hs
```

## (g) Inner products of linear polynomials times $e^{-zr}$

Show that for $z>0$ and real $a,b,c,d$

$$\big((a+br)e^{-zr}\,\big|\,(c+dr)e^{-zr}\big)=\frac{2ac}{(2z)^3}+\frac{6(ad+bc)}{(2z)^4}+\frac{24\,bd}{(2z)^5}.$$

**Solution.** Expand the integrand as

$$\big[ac\,r^2+(ad+bc)\,r^3+bd\,r^4\big]e^{-2zr}$$

and integrate each term by (a), with $2!=2$, $3!=6$ and $4!=24$. In Lean, `integral_add` splits the sum, using the integrability from (b).

```lean
/-- For `z > 0`, the radial inner product of `(a + b r) exp(-z r)` and `(c + d r) exp(-z r)`
in closed form. -/
theorem inner_linear {z : ℝ} (hz : 0 < z) (a b c d : ℝ) :
    radialInner (fun r => (a + b * r) * Real.exp (-(z * r)))
      (fun r => (c + d * r) * Real.exp (-(z * r)))
      = a * c * (2 / (2 * z) ^ 3) + (a * d + b * c) * (6 / (2 * z) ^ 4)
        + b * d * (24 / (2 * z) ^ 5) := by
  have h (r : ℝ) : (a + b * r) * Real.exp (-(z * r)) * ((c + d * r) * Real.exp (-(z * r)))
      * r ^ 2 = a * c * (r ^ 2 * Real.exp (-(2 * z * r)))
        + (a * d + b * c) * (r ^ 3 * Real.exp (-(2 * z * r)))
        + b * d * (r ^ 4 * Real.exp (-(2 * z * r))) := by
    rw [show -(2 * z * r) = -(z * r) + -(z * r) by ring, Real.exp_add]
    ring
  have hw : 0 < 2 * z := by positivity
  have i2 := (radial_integrable hw 2).const_mul (a * c)
  have i3 := (radial_integrable hw 3).const_mul (a * d + b * c)
  have i4 := (radial_integrable hw 4).const_mul (b * d)
  have i23 : Integrable (fun r : ℝ => a * c * (r ^ 2 * Real.exp (-(2 * z * r)))
      + (a * d + b * c) * (r ^ 3 * Real.exp (-(2 * z * r))))
      (volume.restrict (Set.Ioi (0 : ℝ))) := i2.add i3
  simp only [radialInner, h]
  rw [integral_add i23 i4, integral_add i2 i3, integral_const_mul, integral_const_mul,
    integral_const_mul, radial_integral hw 2, radial_integral hw 3, radial_integral hw 4]
  norm_num [Nat.factorial]
```

## (h) Orthogonality and remaining norm

Show that for $z>0$

$$(\varphi_0|u)=0,\qquad (u|u)=\frac14.$$

**Solution.** Write $M=\sqrt{4z^3}$ and $N=\sqrt{4z^5/3}$. Then $\varphi_0$ has polynomial coefficients $M,0$, and $u$ has $-3N/(2z),\,N$. By (g),

$$(\varphi_0|u)=MN\left[-\frac{3}{2z}\cdot\frac{2}{8z^3}+\frac{6}{16z^4}\right]=MN\left[-\frac{3}{8z^4}+\frac{3}{8z^4}\right]=0,$$

$$(u|u)=N^2\left[\frac{9}{16z^5}-\frac{18}{16z^5}+\frac{12}{16z^5}\right]=\frac{4z^5}{3}\cdot\frac{3}{16z^5}=\frac14.$$

This agrees with $1-(\varphi_0|\varphi_1)^2=1-\tfrac34$. The Lean proof first writes both functions in the form required by (g), then does the same algebra.

```lean
/-- For `z > 0`, the Schmidt function is orthogonal to the normalised `exp(-z r)`, and its
squared radial norm is `1/4`. -/
theorem schmidt_orthogonal_and_norm {z : ℝ} (hz : 0 < z) :
    radialInner (normSlater z 0) (schmidt (normSlater z 0) (normSlater z 1)) = 0 ∧
    radialInner (schmidt (normSlater z 0) (normSlater z 1))
      (schmidt (normSlater z 0) (normSlater z 1)) = 1 / 4 := by
  have h0 : normSlater z 0
      = fun r => (Real.sqrt (4 * z ^ 3) + 0 * r) * Real.exp (-(z * r)) := by
    funext r
    rw [(normSlater_explicit hz r).1]
    ring
  have h1 : schmidt (normSlater z 0) (normSlater z 1)
      = fun r => (-(Real.sqrt (4 * z ^ 5 / 3) * (3 / (2 * z)))
        + Real.sqrt (4 * z ^ 5 / 3) * r) * Real.exp (-(z * r)) := by
    funext r
    rw [schmidt_2s hz r]
    ring
  constructor
  · rw [h1, h0, inner_linear hz]
    ring
  · have hd : Real.sqrt (4 * z ^ 5 / 3) ^ 2 = 4 * z ^ 5 / 3 := Real.sq_sqrt (by positivity)
    rw [h1, inner_linear hz]
    trans Real.sqrt (4 * z ^ 5 / 3) ^ 2 * (3 / (16 * z ^ 5))
    · ring
    · rw [hd, div_mul_div_comm, div_eq_div_iff (by positivity) (by positivity)]
      ring
```

## (i) The node

Show that for $z>0$ the function $\varphi_1$ is positive at every $r>0$, whereas

$$u(r)<0\ \text{ for } r<\frac{3}{2z},\qquad u\!\left(\frac{3}{2z}\right)=0,\qquad u(r)>0\ \text{ for } r>\frac{3}{2z}.$$

**Solution.** In (e), every factor of $\varphi_1(r)$ is positive when $r>0$. In (f), the constant and the exponential are positive, so $u$ has the sign of $r-3/(2z)$. Since $3/(2z)>0$, the zero lies in the physical range. Lean treats the four claims separately by the same sign rules.

```lean
/-- For `z > 0`, the normalised `r exp(-z r)` is positive at every `r > 0`, whereas its Schmidt
function is negative for `r < 3/(2z)`, zero at `r = 3/(2z)` and positive beyond. -/
theorem radial_node {z : ℝ} (hz : 0 < z) :
    (∀ r, 0 < r → 0 < normSlater z 1 r) ∧
    (∀ r, r < 3 / (2 * z) → schmidt (normSlater z 0) (normSlater z 1) r < 0) ∧
    schmidt (normSlater z 0) (normSlater z 1) (3 / (2 * z)) = 0 ∧
    (∀ r, 3 / (2 * z) < r → 0 < schmidt (normSlater z 0) (normSlater z 1) r) := by
  have hc : 0 < Real.sqrt (4 * z ^ 5 / 3) := Real.sqrt_pos.mpr (by positivity)
  refine ⟨fun r hr => ?_, fun r hr => ?_, ?_, fun r hr => ?_⟩
  · rw [(normSlater_explicit hz r).2]
    exact mul_pos (mul_pos hc hr) (Real.exp_pos _)
  · rw [schmidt_2s hz]
    exact mul_neg_of_neg_of_pos (mul_neg_of_pos_of_neg hc (sub_neg.mpr hr)) (Real.exp_pos _)
  · rw [schmidt_2s hz, sub_self, mul_zero, zero_mul]
  · rw [schmidt_2s hz]
    exact mul_pos (mul_pos hc (sub_pos.mpr hr)) (Real.exp_pos _)

end

end SlaterSchmidtNode
```

## The same step in a basis-set code

A code can carry out this orthogonalisation, with normalisation included, through the Cholesky factor of the overlap matrix of $\varphi_0$ and $\varphi_1$,

$$S=\begin{pmatrix}1&\sqrt3/2\\ \sqrt3/2&1\end{pmatrix}=LL^{T},\qquad L=\begin{pmatrix}1&0\\ \sqrt3/2&1/2\end{pmatrix}.$$

The last diagonal entry of $L$ is the norm of $u$. Dividing by it gives the normalised function $2u=2\varphi_1-\sqrt3\,\varphi_0$, whose coefficients form the second row of $L^{-1}$. The rescaling leaves the node where it was.

```lean
#print axioms SlaterSchmidtNode.schmidt_orthogonal_and_norm
#print axioms SlaterSchmidtNode.radial_node
```

```
'SlaterSchmidtNode.schmidt_orthogonal_and_norm' depends on axioms: [propext, Classical.choice, Quot.sound]
'SlaterSchmidtNode.radial_node' depends on axioms: [propext, Classical.choice, Quot.sound]
```
